# Adding positive semidefinite static screening never raises a positive definite interaction in the Loewner order

Let $v$ be the matrix of the bare Coulomb interaction between charges in a finite basis of sites or orbital densities. The electronic states of a material are divided into a target space, which a low-energy model will treat explicitly, and the rest. Write $-D$ for the target polarization, the static polarization due to transitions within the target space, and $-R$ for the rest polarization, which is due to all other transitions, including those between the two spaces. Two screened interactions follow:

$$U=(v^{-1}+R)^{-1},\qquad W=(v^{-1}+R+D)^{-1}.$$

$U$ is screened by the rest alone and serves as the interaction of the model, as in the constrained random-phase approximation. $W$ is screened by everything. The problem is to compare $U$, $W$ and $v$.

Throughout, $v$ is positive definite: every nonzero charge vector costs positive electrostatic energy. $R$ and $D$ are positive semidefinite. This sign is the one found for independent electrons filling the lowest levels, where each virtual transition contributes to minus the static polarization with a positive weight. It is assumed here, and it needs a check when the rest polarization is obtained as a difference, total minus target.

For Hermitian matrices, $A\le B$ means that $B-A$ is positive semidefinite (the Loewner order). It compares the energies $x^\dagger Ax$ and $x^\dagger Bx$ for all charge vectors $x$, with the usual factor $1/2$ omitted, and not the matrices entry by entry.

In Lean, the basis is a finite type `n` and the matrices are complex. `PosDef` and `PosSemidef` include Hermiticity, and `≤` between matrices is the Loewner order. Between complex numbers, `a ≤ b` says that $b-a$ is real and nonnegative.

```lean
import Mathlib

open Matrix
open scoped ComplexOrder MatrixOrder

namespace ScreenedInteractionOrder

noncomputable section

variable {n : Type*} [Fintype n] [DecidableEq n]
```

One definition gives both interactions: $U$ is `screened v R` and $W$ is `screened v (R + D)`. Its argument `P` is minus the polarization, whereas textbooks usually write $P$ for the polarization itself.

```lean
/-- The static interaction `(v⁻¹ + P)⁻¹` obtained from the bare interaction `v` when the medium
has polarization `-P`; its domain is `v` and `v⁻¹ + P` both invertible. -/
def screened (v P : Matrix n n ℂ) : Matrix n n ℂ := (v⁻¹ + P)⁻¹
```

All matrices are static. Replacing the frequency-dependent interaction of a real material by its zero-frequency value is a separate approximation, which the hypotheses do not justify.

## (a) Positivity under screening

Show that, for positive semidefinite $P$,

$$(v^{-1}+P)^{-1}\ \text{is positive definite.}$$

For $x\neq0$ put $y=v^{-1}x\neq0$. Since $v$ is Hermitian, $x^\dagger v^{-1}x=y^\dagger v\,y>0$, so $v^{-1}$ is positive definite. Adding $x^\dagger Px\ge0$ keeps the form positive, so $v^{-1}+P$ is positive definite. The first argument, applied to this sum, shows that its inverse is positive definite too.

The Lean term has the same three steps: `hv.inv`, then `add_posSemidef`, then `.inv`.

```lean
/-- A positive definite bare interaction stays positive definite when it is screened by a medium
with positive semidefinite `P`. -/
theorem screened_posDef {v P : Matrix n n ℂ} (hv : v.PosDef) (hP : P.PosSemidef) :
    (screened v P).PosDef :=
  (hv.inv.add_posSemidef hP).inv
```

## (b) The difference of two inverses

In any ring, let $U$ be the two-sided inverse of $A$ and $W$ that of $A+D$. Show that

$$U-W=W(D+DUD)W.$$

Expand and use $AU=UA=1$:

$$(A+D)U(A+D)=AUA+AUD+DUA+DUD=A+2D+DUD.$$

Subtracting $A+D$ leaves

$$D+DUD=(A+D)U(A+D)-(A+D).$$

Now multiply by $W$ from both sides. The first term on the right becomes $U$ and the second becomes $W(A+D)W=W$, which gives the claim.

The letters here are ring elements that need not commute, and the four hypotheses are the four inverse relations. In the proof, `h1` is the expansion, `h2` the subtraction and `h3` the multiplication by $W$.

```lean
/-- If `U` is the inverse of `A` and `W` the inverse of `A + D`, then
`U - W = W (D + D U D) W`. -/
theorem inverse_difference {S : Type*} [Ring S] {A D U W : S}
    (hAU : A * U = 1) (hUA : U * A = 1) (hBW : (A + D) * W = 1) (hWB : W * (A + D) = 1) :
    U - W = W * (D + D * U * D) * W := by
  -- expand (A + D) U (A + D) and cancel A against U
  have h1 : (A + D) * U * (A + D)
      = (A * U) * A + (A * U) * D + D * (U * A) + D * U * D := by noncomm_ring
  rw [hAU, hUA, one_mul, one_mul, mul_one] at h1
  have h2 : D + D * U * D = (A + D) * U * (A + D) - (A + D) := by
    rw [h1]; abel
  -- the outer factors W remove A + D on both sides
  have h3 : W * ((A + D) * U * (A + D) - (A + D)) * W
      = (W * (A + D)) * U * ((A + D) * W) - (W * (A + D)) * W := by
    simp only [mul_sub, sub_mul, mul_assoc]
  rw [h2, h3, hWB, hBW, one_mul, mul_one, one_mul]
```

## (c) The gap between partial and full screening

Show that the interactions defined at the start satisfy

$$U-W=W(D+DUD)W.$$

Take $A=v^{-1}+R$ in (b). By the argument in (a), both $A$ and $A+D$ are positive definite and hence invertible, with inverses $U$ and $W$. The identity of (b) then applies.

Lean obtains invertibility in the form of invertible determinants, `hA` and `hB`, which supply the four inverse relations.

```lean
/-- For positive definite `v` and positive semidefinite `R` and `D`, the partially screened `U`
exceeds the fully screened `W` by exactly `W (D + D U D) W`. -/
theorem screening_gap {v R D : Matrix n n ℂ}
    (hv : v.PosDef) (hR : R.PosSemidef) (hD : D.PosSemidef) :
    screened v R - screened v (R + D) =
      screened v (R + D) * (D + D * screened v R * D) * screened v (R + D) := by
  have hA := (Matrix.isUnit_iff_isUnit_det _).mp (hv.inv.add_posSemidef hR).isUnit
  have hB := (Matrix.isUnit_iff_isUnit_det _).mp
    ((hv.inv.add_posSemidef hR).add_posSemidef hD).isUnit
  unfold screened
  rw [← add_assoc]
  exact inverse_difference (Matrix.mul_nonsing_inv _ hA) (Matrix.nonsing_inv_mul _ hA)
    (Matrix.mul_nonsing_inv _ hB) (Matrix.nonsing_inv_mul _ hB)
```

## (d) The effect of target screening

Show that

$$W\le U.$$

Let $x$ be any charge vector and $y=Wx$ its fully screened potential. Since $W$ and $D$ are Hermitian, (c) gives

$$x^\dagger(U-W)x=y^\dagger Dy+(Dy)^\dagger U(Dy).$$

The first term is nonnegative because $D$ is positive semidefinite, the second because $U$ is positive definite.

Lean argues with matrices instead of vectors. If $M$ is positive semidefinite, so is $B^\dagger MB$, which is `conjTranspose_mul_mul_same`. This is used with $B=D$ to treat $DUD$, and with $B=W$ to treat the whole gap. Hermiticity removes the daggers.

The sign of $D$ matters. For a single site with $v=1$, $R=0$ and $D=-1/2$, one finds $U=1$ but $W=2$. A Hermitian $D$ that merely keeps $v^{-1}+R+D$ positive definite is therefore not enough for this inequality.

```lean
/-- For positive definite `v`, adding a positive semidefinite `D` to a positive semidefinite `R`
never raises the screened interaction in the Loewner order. -/
theorem screened_antitone {v R D : Matrix n n ℂ}
    (hv : v.PosDef) (hR : R.PosSemidef) (hD : D.PosSemidef) :
    screened v (R + D) ≤ screened v R := by
  rw [Matrix.le_iff, screening_gap hv hR hD]
  have hDUD := (screened_posDef hv hR).posSemidef.conjTranspose_mul_mul_same D
  rw [hD.isHermitian.eq] at hDUD
  have h := (hD.add hDUD).conjTranspose_mul_mul_same (screened v (R + D))
  rwa [(screened_posDef hv (hR.add hD)).isHermitian.eq] at h
```

## (e) From the model interaction to full screening

Show that $1+UD$ is invertible and that

$$W=(1+UD)^{-1}U,\qquad W\le U\le v.$$

Since $U(v^{-1}+R)=1$,

$$1+UD=U(v^{-1}+R)+UD=U(v^{-1}+R+D)=UW^{-1}.$$

This is a product of invertible matrices, with inverse $WU^{-1}$, so $(1+UD)^{-1}U=WU^{-1}U=W$. The inequality $W\le U$ is (d). For $U\le v$, apply (d) with no initial screening and with $R$ as the added screening: the interaction before the addition is $(v^{-1})^{-1}=v$, and afterwards it is $U$.

For static matrices in a finite basis, the closed form says that screening the model interaction $U$ by the target polarization recovers $W$. No transition is counted twice as long as each one is assigned to only one of $R$ and $D$. The inequalities say that a charge vector has at least as much interaction energy in the model as under full screening, and at most its bare energy.

The Lean statement joins four assertions, the first being `IsUnit (1 + screened v R * D)`, which ensures that the inverse in the second is a true one. The factorization is `hfac`, and `h0` identifies the interaction with zero screening as $v$.

```lean
/-- Let `v` be positive definite and let `R`, `D` (minus the rest and target polarizations) be
positive semidefinite. Then `1 + U D` is invertible, `W = (1 + U D)⁻¹ U`, and `W ≤ U ≤ v` in the
Loewner order, where `U` is screened by the rest alone and `W` by rest and target. -/
theorem full_le_partial_le_bare {v R D : Matrix n n ℂ}
    (hv : v.PosDef) (hR : R.PosSemidef) (hD : D.PosSemidef) :
    IsUnit (1 + screened v R * D) ∧
      screened v (R + D) = (1 + screened v R * D)⁻¹ * screened v R ∧
      screened v (R + D) ≤ screened v R ∧ screened v R ≤ v := by
  have hA := hv.inv.add_posSemidef hR
  have hB := hA.add_posSemidef hD
  have hU := screened_posDef hv hR
  -- 1 + U D factors into two invertible matrices
  have hfac : 1 + screened v R * D = screened v R * (v⁻¹ + R + D) := by
    rw [mul_add (screened v R) (v⁻¹ + R) D]
    congr 1
    exact (Matrix.nonsing_inv_mul _ ((Matrix.isUnit_iff_isUnit_det _).mp hA.isUnit)).symm
  refine ⟨?_, ?_, screened_antitone hv hR hD, ?_⟩
  · rw [hfac]
    exact hU.isUnit.mul hB.isUnit
  · rw [hfac, Matrix.mul_inv_rev, mul_assoc,
      Matrix.nonsing_inv_mul _ ((Matrix.isUnit_iff_isUnit_det _).mp hU.isUnit), mul_one]
    unfold screened
    rw [add_assoc]
  · -- the bare interaction is the one screened by nothing
    have h0 : screened v 0 = v := by
      unfold screened
      rw [add_zero]
      exact Matrix.nonsing_inv_nonsing_inv _ ((Matrix.isUnit_iff_isUnit_det _).mp hv.isUnit)
    have h := screened_antitone hv Matrix.PosSemidef.zero hR
    rwa [zero_add, h0] at h
```

## (f) On-site interactions

Show that, for every basis index $i$,

$$0<W_{ii}\le U_{ii}\le v_{ii}.$$

Let $e_i$ be the unit charge on site $i$. Then $e_i^\dagger Me_i=M_{ii}$ for any matrix $M$. Positive definiteness of $W$ gives the strict inequality, and the two Loewner inequalities of (e) give the others.

In a lattice model with such a static density-density interaction, $U_{ii}$ is the on-site Hubbard parameter, and leaving out target screening can only keep or increase it.

The local statement `diag` passes from $A\le B$ to $A_{ii}\le B_{ii}$, because a positive semidefinite matrix has a nonnegative diagonal.

```lean
/-- For positive definite `v` and positive semidefinite `R` and `D`, the on-site interactions
obey `0 < W i i ≤ U i i ≤ v i i`. -/
theorem onsite_order {v R D : Matrix n n ℂ}
    (hv : v.PosDef) (hR : R.PosSemidef) (hD : D.PosSemidef) (i : n) :
    0 < screened v (R + D) i i ∧ screened v (R + D) i i ≤ screened v R i i ∧
      screened v R i i ≤ v i i := by
  have diag : ∀ {A B : Matrix n n ℂ}, A ≤ B → A i i ≤ B i i := by
    intro A B h
    have h' : 0 ≤ (B - A) i i := (Matrix.le_iff.mp h).diag_nonneg
    rw [Matrix.sub_apply] at h'
    exact sub_nonneg.mp h'
  obtain ⟨-, -, hWU, hUv⟩ := full_le_partial_le_bare hv hR hD
  exact ⟨(screened_posDef hv (hR.add hD)).diag_pos, diag hWU, diag hUv⟩
```

## (g) Charges that target screening leaves alone

Show that, for a charge vector $x$,

$$x^\dagger Ux=x^\dagger Wx\quad\Longleftrightarrow\quad DWx=0.$$

With $y=Wx$, the energy difference was found in (d):

$$x^\dagger Ux-x^\dagger Wx=y^\dagger Dy+(Dy)^\dagger U(Dy).$$

Both terms are nonnegative. If the sum vanishes, so does the second term, and positive definiteness of $U$ forces $Dy=0$. Conversely, $Dy=0$ makes both terms zero.

The charge induced in the target space by the potential $Wx$ is $-DWx$. The energy is therefore unchanged exactly when the fully screened potential induces no target charge. The condition does not depend on the normalization of $x$.

In Lean, `star x ⬝ᵥ (M *ᵥ x)` is $x^\dagger Mx$. After `generalize` has replaced the two interactions by the letters `U` and `W`, the equation `e` is the energy difference above. The forward direction assumes $DWx\neq0$ and finds a strictly positive sum, a contradiction.

```lean
/-- For positive definite `v` and positive semidefinite `R` and `D`, target screening leaves the
interaction energy of a charge vector `x` unchanged exactly when the fully screened potential
`W x` induces no charge in the target space, `D W x = 0`. -/
theorem energy_eq_iff {v R D : Matrix n n ℂ}
    (hv : v.PosDef) (hR : R.PosSemidef) (hD : D.PosSemidef) (x : n → ℂ) :
    star x ⬝ᵥ (screened v R *ᵥ x) = star x ⬝ᵥ (screened v (R + D) *ᵥ x) ↔
      D *ᵥ (screened v (R + D) *ᵥ x) = 0 := by
  have hU := screened_posDef hv hR
  have hW := screened_posDef hv (hR.add hD)
  have gap := screening_gap hv hR hD
  generalize screened v R = U at *
  generalize screened v (R + D) = W at *
  have herm : ∀ {M : Matrix n n ℂ}, M.IsHermitian → ∀ y z : n → ℂ,
      star (M *ᵥ y) ⬝ᵥ z = star y ⬝ᵥ (M *ᵥ z) := by
    intro M hM y z
    rw [Matrix.star_mulVec, hM.eq, ← Matrix.dotProduct_mulVec]
  -- the energy difference is a sum of two nonnegative terms
  have e : star x ⬝ᵥ (U *ᵥ x) - star x ⬝ᵥ (W *ᵥ x) =
      star (W *ᵥ x) ⬝ᵥ (D *ᵥ (W *ᵥ x)) +
        star (D *ᵥ (W *ᵥ x)) ⬝ᵥ (U *ᵥ (D *ᵥ (W *ᵥ x))) := by
    rw [← dotProduct_sub, ← Matrix.sub_mulVec, gap, herm hD.isHermitian,
      herm hW.isHermitian, herm hW.isHermitian]
    simp only [← Matrix.mulVec_mulVec, Matrix.add_mulVec, Matrix.mulVec_add, dotProduct_add]
  rw [← sub_eq_zero, e]
  constructor
  · intro h
    by_contra hne
    exact (add_pos_of_nonneg_of_pos (hD.dotProduct_mulVec_nonneg (W *ᵥ x))
      (hU.dotProduct_mulVec_pos hne)).ne' h
  · intro h
    simp [h]
```

## (h) An intersite interaction that grows

Label two sites $0$ and $1$, and take

$$v=1,\qquad R=0,\qquad D=\begin{pmatrix}1&-1\\-1&1\end{pmatrix}.$$

Show that $D$ is positive semidefinite and that

$$U_{01}=0,\qquad W_{01}=\tfrac13.$$

With the row $a=(1,-1)$ one has $D=a^\dagger a$, so $x^\dagger Dx=|x_0-x_1|^2\ge0$. Without rest screening $U=v=1$, hence $U_{01}=0$. With target screening,

$$W=(1+D)^{-1}=\begin{pmatrix}2&-1\\-1&2\end{pmatrix}^{-1}=\frac13\begin{pmatrix}2&1\\1&2\end{pmatrix}.$$

The rows and columns of $D$ sum to zero, so a uniform potential induces no charge, and a potential difference only moves charge between the sites. The on-site element falls from $1$ to $2/3$, in agreement with (f), while the intersite element rises. In this two-site model the Loewner order therefore does not carry over to individual off-diagonal elements, and a static $U_{ij}$ between different sites may lie below the corresponding $W_{ij}$. The vanishing bare intersite repulsion is a simplification: for $v_{00}=v_{11}=1$ and $v_{01}=v_{10}=w$ with $0<w<1$, the same $D$ raises the intersite element from $w$ to $w+(1-w)^2/(3-2w)$, a case not included in the Lean statement.

In the expression `screened (1 : Matrix (Fin 2) (Fin 2) ℂ) 0 0 1`, the first `0` is the absent screening and the final `0 1` are the row and column. Lean confirms the factorization of $D$ entry by entry, and verifies the inverse by multiplying it with $1+D$.

```lean
/-- Two sites with unit on-site bare interaction, no rest screening and the positive semidefinite
target matrix `D = !![1, -1; -1, 1]`: target screening raises the intersite interaction from `0`
to `1/3`. -/
theorem intersite_can_increase :
    (!![1, -1; -1, 1] : Matrix (Fin 2) (Fin 2) ℂ).PosSemidef ∧
      screened (1 : Matrix (Fin 2) (Fin 2) ℂ) 0 0 1 = 0 ∧
      screened (1 : Matrix (Fin 2) (Fin 2) ℂ) !![1, -1; -1, 1] 0 1 = 1 / 3 := by
  have h1 : (1 : Matrix (Fin 2) (Fin 2) ℂ)⁻¹ = 1 := Matrix.inv_eq_right_inv (one_mul 1)
  refine ⟨?_, ?_, ?_⟩
  · -- D is the square of the charge-transfer row (1, -1)
    have h : (!![1, -1; -1, 1] : Matrix (Fin 2) (Fin 2) ℂ) =
        (!![1, -1] : Matrix (Fin 1) (Fin 2) ℂ)ᴴ * (!![1, -1] : Matrix (Fin 1) (Fin 2) ℂ) := by
      ext i j
      fin_cases i <;> fin_cases j <;> simp [Matrix.mul_apply]
    rw [h]
    exact Matrix.posSemidef_conjTranspose_mul_self _
  · unfold screened
    rw [h1, add_zero, h1]
    simp
  · have h : screened (1 : Matrix (Fin 2) (Fin 2) ℂ) !![1, -1; -1, 1] =
        !![2 / 3, 1 / 3; 1 / 3, 2 / 3] := by
      unfold screened
      rw [h1]
      apply Matrix.inv_eq_right_inv
      ext i j
      fin_cases i <;> fin_cases j <;>
        norm_num [Matrix.mul_apply, Fin.sum_univ_succ, Matrix.one_apply]
    rw [h]
    simp

end

end ScreenedInteractionOrder
```

```lean
#print axioms ScreenedInteractionOrder.screened_antitone
#print axioms ScreenedInteractionOrder.onsite_order
#print axioms ScreenedInteractionOrder.energy_eq_iff
#print axioms ScreenedInteractionOrder.intersite_can_increase
```

```
'ScreenedInteractionOrder.screened_antitone' depends on axioms: [propext, Classical.choice, Quot.sound]
'ScreenedInteractionOrder.onsite_order' depends on axioms: [propext, Classical.choice, Quot.sound]
'ScreenedInteractionOrder.energy_eq_iff' depends on axioms: [propext, Classical.choice, Quot.sound]
'ScreenedInteractionOrder.intersite_can_increase' depends on axioms: [propext, Classical.choice, Quot.sound]
```
